# No orientation-preserving affine map conjugates $P3_1$ onto $P3_2$

A space group is modelled here as a group of bijections of $\mathbb R^3$, not as a list of matrix–vector pairs. Two groups are compared by conjugation with an affine map $f(x)=Px+s$, where $P$ is real and $\det P>0$. Integer matrices of determinant 1 are a special case.

Points have crystal coordinates $x=(x_0,x_1,x_2)$ in a right-handed hexagonal basis, numbered as in Lean; in a left-handed basis the names $P3_1$ and $P3_2$ would be exchanged. No metric is needed, and the sign of $\det P$ does not depend on the basis. `rot` is the threefold rotation $R$, `axis` is $e=(0,0,1)$, and `lattice` is $L=\mathbb Z^3$.

For ideal infinite crystals whose full symmetry groups are these two, the result means that no change of cell or origin that keeps handedness turns the full group $P3_1$ into the full group $P3_2$. The word "full" matters: with the axial period doubled, a $P3_2$ crystal can also be described by a subgroup of type $P3_1$, as the aside in (g) shows.

```lean
import Mathlib

open Matrix

namespace EnantiomorphicScrewGroups

noncomputable section

/-- Points of space in crystal coordinates. -/
abbrev Space := Fin 3 → ℝ

/-- The threefold rotation in hexagonal crystal coordinates. -/
def rot : Matrix (Fin 3) (Fin 3) ℝ := !![0, -1, 0; 1, -1, 0; 0, 0, 1]

/-- The lattice vector along the rotation axis. -/
def axis : Space := ![0, 0, 1]

/-- The lattice of vectors with integer crystal coordinates. -/
def lattice : AddSubgroup Space where
  carrier := {v | ∀ i, ∃ n : ℤ, v i = n}
  zero_mem' := fun i => ⟨0, by simp⟩
  add_mem' := fun {a b} ha hb i => by
    obtain ⟨p, hp⟩ := ha i
    obtain ⟨q, hq⟩ := hb i
    exact ⟨p + q, by simp [hp, hq]⟩
  neg_mem' := fun {a} ha i => by
    obtain ⟨p, hp⟩ := ha i
    exact ⟨-p, by simp [hp]⟩
```

## (a) The rotation in coordinates

**Task.** Compute $Rx$.

**Solution.** Multiplying out the rows gives $Rx=(-x_1,\;x_0-x_1,\;x_2)$. Lean checks each coordinate.

```lean
/-- The rotation written out in coordinates. -/
theorem rot_mulVec (x : Space) : rot *ᵥ x = ![-x 1, x 0 - x 1, x 2] := by
  ext i
  fin_cases i <;> simp [rot, Matrix.mulVec, dotProduct, Fin.sum_univ_three]
  ring
```

## (b) Order three

**Task.** Show that $R^3=1$.

**Solution.** Applying (a) repeatedly,
$$x\mapsto(-x_1,x_0-x_1,x_2)\mapsto(x_1-x_0,-x_0,x_2)\mapsto(x_0,x_1,x_2).$$
Lean compares the nine matrix entries instead.

```lean
/-- Three successive rotations give the identity. -/
theorem rot_cube : rot ^ 3 = 1 := by
  rw [pow_three']
  ext i j
  fin_cases i <;> fin_cases j <;> simp [rot, Matrix.mul_apply, Fin.sum_univ_three]
```

## (c) Lattice vectors along the axis

**Task.** Show that $ne\in L$ for every integer $n$.

**Solution.** Its coordinates are $0,0,n$.

```lean
/-- Integer multiples of the axis vector are lattice vectors. -/
theorem axis_mem (n : ℤ) : (n : ℝ) • axis ∈ lattice := by
  change ∀ i, ∃ p : ℤ, ((n : ℝ) • axis) i = p
  intro i
  fin_cases i
  exacts [⟨0, by simp [axis]⟩, ⟨0, by simp [axis]⟩, ⟨n, by simp [axis]⟩]
```

## (d) What powers of the rotation preserve

**Task.** Show that $R^k$ fixes $e$, maps $L$ into itself and preserves the height $x_2$.

**Solution.** For $k=0$ this is clear. By (a), $R$ itself has all three properties, since integer coordinates stay integer. Writing $R^{k+1}=R^kR$ completes the induction.

```lean
/-- Powers of the rotation fix the axis vector, preserve the lattice, and leave the height
of every point along the axis unchanged. -/
theorem rot_pow (k : ℕ) : rot ^ k *ᵥ axis = axis ∧
    (∀ v ∈ lattice, rot ^ k *ᵥ v ∈ lattice) ∧ ∀ x : Space, (rot ^ k *ᵥ x) 2 = x 2 := by
  induction k with
  | zero => simp
  | succ k ih =>
    obtain ⟨h1, h2, h3⟩ := ih
    refine ⟨?_, fun v hv => ?_, fun x => ?_⟩
    · have h : rot *ᵥ axis = axis := by
        rw [rot_mulVec]
        ext i
        fin_cases i <;> simp [axis]
      rw [pow_succ, ← Matrix.mulVec_mulVec, h, h1]
    · rw [pow_succ, ← Matrix.mulVec_mulVec]
      apply h2
      have hv' : ∀ i, ∃ n : ℤ, v i = n := hv
      obtain ⟨a, ha⟩ := hv' 0
      obtain ⟨b, hb⟩ := hv' 1
      obtain ⟨c, hc⟩ := hv' 2
      rw [rot_mulVec]
      change ∀ i, ∃ n : ℤ, (![-v 1, v 0 - v 1, v 2] : Space) i = n
      intro i
      fin_cases i
      exacts [⟨-b, by simp [hb]⟩, ⟨a - b, by simp [ha, hb]⟩, ⟨c, by simp [hc]⟩]
    · rw [pow_succ, ← Matrix.mulVec_mulVec, h3, rot_mulVec]
      rfl
```

The translation $T_v$ is $x\mapsto x+v$, and the screw operation $S_m$ is $x\mapsto Rx+\tfrac m3e$: a rotation with a shift of $m$ thirds of the axial period. Its inverse uses $R^{-1}=R^2$. The group $G(m)$, `spaceGroup m`, is generated by $S_m$ and all $T_v$ with $v\in L$. Thus $G(1)$ is $P3_1$ and $G(2)$ is $P3_2$.

```lean
/-- Translation of space by a vector. -/
def translation (v : Space) : Equiv.Perm Space := Equiv.addRight v

/-- The screw operation: the threefold rotation followed by a shift of `m/3` along the axis. -/
def screw (m : ℤ) : Equiv.Perm Space where
  toFun x := rot *ᵥ x + ((m : ℝ) / 3) • axis
  invFun y := rot ^ 2 *ᵥ (y - ((m : ℝ) / 3) • axis)
  left_inv x := by
    have h : rot ^ 2 * rot = 1 := (pow_succ rot 2).symm.trans rot_cube
    simp only [add_sub_cancel_right, Matrix.mulVec_mulVec, h, Matrix.one_mulVec]
  right_inv y := by
    have h : rot * rot ^ 2 = 1 := (pow_succ' rot 2).symm.trans rot_cube
    simp only [Matrix.mulVec_mulVec, h, Matrix.one_mulVec, sub_add_cancel]

/-- The group generated by the lattice translations and the screw operation with shift `m/3`;
`m = 1` is P3₁ and `m = 2` is P3₂. -/
def spaceGroup (m : ℤ) : Subgroup (Equiv.Perm Space) :=
  Subgroup.closure ({g | ∃ v, v ∈ lattice ∧ g = translation v} ∪ {screw m})
```

## (e) A normal form for every operation

**Task.** Show that each $g\in G(m)$ has the form $g(x)=R^kx+v+\tfrac{km}3e$, with $k\in\mathbb N$ and $v\in L$.

**Solution.** Translations have $k=0$, and $S_m$ has $k=1$, $v=0$. If $h$ has data $(l,w)$, then
$$gh(x)=R^{k+l}x+(R^kw+v)+\tfrac{(k+l)m}3e.$$
For the inverse, $R^{-k}=R^{2k}$ gives
$$g^{-1}(y)=R^{2k}y+(-R^{2k}v-km\,e)+\tfrac{2km}3e.$$
By (c) and (d) the bracketed vectors lie in $L$. Lean follows these cases by induction on the generated subgroup.

```lean
/-- Every operation of the group is a power `k` of the rotation followed by a lattice
translation and a shift of `k m/3` along the axis. -/
theorem normal_form {m : ℤ} {g : Equiv.Perm Space} (hg : g ∈ spaceGroup m) :
    ∃ k : ℕ, ∃ v ∈ lattice, ∀ x, g x = rot ^ k *ᵥ x + v + ((k : ℝ) * (m : ℝ) / 3) • axis := by
  unfold spaceGroup at hg
  induction hg using Subgroup.closure_induction with
  | mem g hg =>
    rcases hg with ⟨v, hv, rfl⟩ | rfl
    · exact ⟨0, v, hv, fun x => by simp [translation]⟩
    · exact ⟨1, 0, lattice.zero_mem, fun x => by simp [screw]⟩
  | one => exact ⟨0, 0, lattice.zero_mem, fun x => by simp⟩
  | mul g h _ _ ihg ihh =>
    obtain ⟨k, v, hv, hk⟩ := ihg
    obtain ⟨l, w, hw, hl⟩ := ihh
    refine ⟨k + l, rot ^ k *ᵥ w + v, lattice.add_mem ((rot_pow k).2.1 w hw) hv, fun x => ?_⟩
    rw [Equiv.Perm.mul_apply, hl, hk, Matrix.mulVec_add, Matrix.mulVec_add, Matrix.mulVec_smul,
      (rot_pow k).1, Matrix.mulVec_mulVec, ← pow_add]
    push_cast
    module
  | inv g _ ih =>
    obtain ⟨k, v, hv, hk⟩ := ih
    -- the inverse rotation is the power `2k`, because the rotation has order three
    have h3 : rot ^ (2 * k) * rot ^ k = 1 := by
      rw [← pow_add, show 2 * k + k = 3 * k by ring, pow_mul, rot_cube, one_pow]
    refine ⟨2 * k, -(rot ^ (2 * k) *ᵥ v) - (((k : ℤ) * m : ℤ) : ℝ) • axis,
      lattice.sub_mem (lattice.neg_mem ((rot_pow _).2.1 v hv)) (axis_mem _), fun y => ?_⟩
    obtain ⟨x, rfl⟩ := g.surjective y
    rw [show g⁻¹ (g x) = x from g.symm_apply_apply x, hk, Matrix.mulVec_add, Matrix.mulVec_add,
      Matrix.mulVec_smul, (rot_pow _).1, Matrix.mulVec_mulVec, h3, Matrix.one_mulVec]
    push_cast
    module
```

## (f) Orientation fixes the sense of the axis

**Task.** Let $PR=R^kP$ and $\det P>0$. Show that the last row of $P$ is $(0,0,c)$, with either $k\equiv1$ and $c>0$, or $k\equiv2$ and $c<0$, modulo 3.

**Solution.** Let $P$ have columns $p_0,p_1,p_2$. Then $PR$ has columns $p_1,\,-p_0-p_1,\,p_2$. By (b), only $r=k\bmod3$ matters.

If $r=0$, then $p_1=p_0$ and $-p_0-p_1=p_1$, so $p_0=0$ and $\det P=0$, a contradiction.

Otherwise, $R^r$ leaves the last row of $P$ unchanged, so $P_{21}=P_{20}$ and $-P_{20}-P_{21}=P_{21}$. Both entries vanish. Also $p_2=R^rp_2$, which forces $P_{02}=P_{12}=0$.

Put $a=P_{00}$, $b=P_{10}$ and $Q=a^2-ab+b^2\ge0$. Since $p_1=R^rp_0$, its upper entries are $(-b,a-b)$ for $r=1$ and $(b-a,-a)$ for $r=2$. Hence $\det P=cQ$ or $\det P=-cQ$ respectively, and positivity fixes the sign of $c$.

In Lean, `linarith` solves the linear equations and `nlinarith` handles the signs.

```lean
/-- If an orientation-preserving linear map turns the rotation into its `k`-th power, then heights
along the axis are only rescaled, by a positive factor when `k ≡ 1` and a negative one when
`k ≡ 2` modulo 3, and no other `k` occurs. -/
theorem axis_sense {P : Matrix (Fin 3) (Fin 3) ℝ} {k : ℕ} (h : P * rot = rot ^ k * P)
    (hd : 0 < P.det) : P 2 0 = 0 ∧ P 2 1 = 0 ∧
      ((k % 3 = 1 ∧ 0 < P 2 2) ∨ (k % 3 = 2 ∧ P 2 2 < 0)) := by
  have c0 : ∀ i, (P * rot) i 0 = P i 1 := fun i => by
    simp [rot, Matrix.mul_apply, Fin.sum_univ_three]
  have c1 : ∀ i, (P * rot) i 1 = -P i 0 - P i 1 := fun i => by
    simp [rot, Matrix.mul_apply, Fin.sum_univ_three]
    ring
  have c2 : ∀ i, (P * rot) i 2 = P i 2 := fun i => by
    simp [rot, Matrix.mul_apply, Fin.sum_univ_three]
  have r0 : ∀ (M : Matrix (Fin 3) (Fin 3) ℝ) j, (rot * M) 0 j = -M 1 j := fun M j => by
    simp [rot, Matrix.mul_apply, Fin.sum_univ_three]
  have r1 : ∀ (M : Matrix (Fin 3) (Fin 3) ℝ) j, (rot * M) 1 j = M 0 j - M 1 j := fun M j => by
    simp [rot, Matrix.mul_apply, Fin.sum_univ_three]
    ring
  have r2 : ∀ (M : Matrix (Fin 3) (Fin 3) ℝ) j, (rot * M) 2 j = M 2 j := fun M j => by
    simp [rot, Matrix.mul_apply, Fin.sum_univ_three]
  have hQ : 0 ≤ P 0 0 ^ 2 - P 0 0 * P 1 0 + P 1 0 ^ 2 := by
    nlinarith [sq_nonneg (P 0 0 - P 1 0), sq_nonneg (P 0 0), sq_nonneg (P 1 0)]
  have hk : rot ^ k = rot ^ (k % 3) := by
    conv_lhs => rw [← Nat.div_add_mod k 3, pow_add, pow_mul, rot_cube, one_pow, one_mul]
  rw [hk] at h
  have e : ∀ i j, (P * rot) i j = (rot ^ (k % 3) * P) i j := fun i j => by rw [h]
  have e00 := e 0 0
  have e02 := e 0 2
  have e10 := e 1 0
  have e12 := e 1 2
  have e20 := e 2 0
  have e21 := e 2 1
  have e01 := e 0 1
  have e11 := e 1 1
  rw [Matrix.det_fin_three] at hd
  have hcases : k % 3 = 0 ∨ k % 3 = 1 ∨ k % 3 = 2 := by omega
  rcases hcases with h0 | h0 | h0
  · -- a trivial image of the rotation would make the map singular
    rw [h0, pow_zero, one_mul] at e00 e01 e10 e11 e20 e21
    rw [c0] at e00 e10 e20
    rw [c1] at e01 e11 e21
    have a0 : P 0 0 = 0 := by linarith
    have a1 : P 1 0 = 0 := by linarith
    have a2 : P 2 0 = 0 := by linarith
    rw [e00, e10, e20, a0, a1, a2] at hd
    norm_num at hd
  · rw [h0, pow_one] at e00 e02 e10 e12 e20 e21
    simp only [c0, c1, c2, r0, r1, r2] at e00 e02 e10 e12 e20 e21
    have a0 : P 2 0 = 0 := by linarith
    have a1 : P 2 1 = 0 := by linarith
    have a2 : P 1 2 = 0 := by linarith
    have a3 : P 0 2 = 0 := by linarith
    refine ⟨a0, a1, Or.inl ⟨h0, ?_⟩⟩
    rw [a0, a1, a2, a3, e00, e10] at hd
    by_contra hc
    nlinarith [mul_nonneg (neg_nonneg.2 (not_lt.1 hc)) hQ]
  · rw [h0, pow_two, mul_assoc] at e00 e02 e10 e12 e20 e21
    simp only [c0, c1, c2, r0, r1, r2] at e00 e02 e10 e12 e20 e21
    have a0 : P 2 0 = 0 := by linarith
    have a1 : P 2 1 = 0 := by linarith
    have a2 : P 1 2 = 0 := by linarith
    have a3 : P 0 2 = 0 := by linarith
    refine ⟨a0, a1, Or.inr ⟨h0, ?_⟩⟩
    rw [a0, a1, a2, a3, e00, e10] at hd
    by_contra hc
    nlinarith [mul_nonneg (not_lt.1 hc) hQ]
```

## (g) The two screw groups are not conjugate

**Task.** Show that $fG(1)f^{-1}\ne G(2)$ when $\det P>0$.

**Solution.** Suppose they are equal. By (e), $fS_1f^{-1}$ has data $(k,v)$ in $G(2)$. Evaluated at $f(x)$, this says
$$P(Rx+\tfrac13e)+s=R^k(Px+s)+v+\tfrac{2k}3e.$$
Subtracting the case $x=0$ gives $PR=R^kP$, so (f) applies and $(Py)_2=cy_2$. With $n=v_2$, the height at $x=0$ gives $c=3n+2k$.

Since $T_e\in G(2)$, some $g\in G(1)$ satisfies $fgf^{-1}=T_e$. If $g$ has data $(l,w)$ and $q=w_2$, the heights at $f(0)$ give $c(q+\tfrac l3)=1$, or $c(3q+l)=3$. So the integer $c$ divides 3, and in particular $|c|\le3$.

With this bound, if $k\equiv1$, then $c>0$ and $c\equiv2\pmod3$, so $c=2$. If $k\equiv2$, then $c<0$ and $c\equiv1\pmod3$, so $c=-2$. Neither divides 3. Lean names the two height equations `hc` and `hprod`, and `omega` finds the two values.

A likely slip is to require only $fG(1)f^{-1}\subseteq G(2)$. That is possible: $P=\mathrm{diag}(1,1,2)$, $s=0$ sends $S_1$ to $S_2$ and lattice translations to lattice translations, but misses $T_e$. This example is an aside, not a theorem of the file.

```lean
/-- No orientation-preserving affine map `x ↦ P x + s` conjugates P3₁ onto P3₂. -/
theorem P31_not_conj_P32 (P : Matrix (Fin 3) (Fin 3) ℝ) (s : Space) (f : Equiv.Perm Space)
    (hf : ∀ x, f x = P *ᵥ x + s) (hdet : 0 < P.det) :
    (spaceGroup 1).map (MulAut.conj f).toMonoidHom ≠ spaceGroup 2 := by
  intro h
  have h1 : f * screw 1 * f⁻¹ ∈ spaceGroup 2 := by
    rw [← h]
    exact Subgroup.mem_map.2 ⟨screw 1, Subgroup.subset_closure (Or.inr rfl), rfl⟩
  obtain ⟨k, v, hv, hk⟩ := normal_form h1
  have key : ∀ x, P *ᵥ (rot *ᵥ x + (((1 : ℤ) : ℝ) / 3) • axis) + s =
      rot ^ k *ᵥ (P *ᵥ x + s) + v + ((k : ℝ) * ((2 : ℤ) : ℝ) / 3) • axis := by
    intro x
    have e : f (screw 1 (f⁻¹ (f x))) = _ := hk (f x)
    rw [show f⁻¹ (f x) = x from f.symm_apply_apply x, hf, hf] at e
    exact e
  -- linear parts: the conjugated rotation is a power of the rotation
  have hcomm : P * rot = rot ^ k * P := by
    apply Matrix.toLin'.injective
    refine LinearMap.ext fun x => ?_
    rw [Matrix.toLin'_apply, Matrix.toLin'_apply, ← Matrix.mulVec_mulVec, ← Matrix.mulVec_mulVec]
    have a := key x
    have b := key 0
    simp only [Matrix.mulVec_add, Matrix.mulVec_zero, zero_add] at a b
    linear_combination (norm := module) a - b
  obtain ⟨h20, h21, hs⟩ := axis_sense hcomm hdet
  have height : ∀ y : Space, (P *ᵥ y) 2 = P 2 2 * y 2 := fun y => by
    simp [Matrix.mulVec, dotProduct, Fin.sum_univ_three, h20, h21]
  have hax : axis 2 = 1 := rfl
  have hv' : ∀ i, ∃ n : ℤ, v i = n := hv
  obtain ⟨n, hn⟩ := hv' 2
  -- heights: the screw shift fixes the axial factor modulo 3
  have hc : P 2 2 = ((3 * n + 2 * (k : ℤ) : ℤ) : ℝ) := by
    have b := congrFun (key 0) 2
    simp only [Pi.add_apply, Pi.smul_apply, smul_eq_mul, height, (rot_pow k).2.2,
      Matrix.mulVec_zero, Pi.zero_apply, hax, hn] at b
    push_cast at b ⊢
    linarith
  -- the axial translation of P3₂ comes from P3₁, so the axial factor divides 3
  have h2 : translation axis ∈ spaceGroup 2 :=
    Subgroup.subset_closure (Or.inl ⟨axis, by simpa using axis_mem 1, rfl⟩)
  rw [← h] at h2
  obtain ⟨g, hg, hgt⟩ := Subgroup.mem_map.1 h2
  obtain ⟨l, w, hw, hl⟩ := normal_form hg
  have hw' : ∀ i, ∃ n : ℤ, w i = n := hw
  obtain ⟨q, hq⟩ := hw' 2
  have e : f (g (f⁻¹ (f 0))) = f 0 + axis := DFunLike.congr_fun hgt (f 0)
  rw [show f⁻¹ (f 0) = 0 from f.symm_apply_apply 0, hl, hf, hf] at e
  have e2 := congrFun e 2
  simp only [Pi.add_apply, Pi.smul_apply, smul_eq_mul, height,
    Matrix.mulVec_zero, Pi.zero_apply, hax, hq] at e2
  have hprod : (3 * n + 2 * (k : ℤ)) * (3 * q + (l : ℤ)) = 3 := by
    have : (((3 * n + 2 * (k : ℤ)) * (3 * q + (l : ℤ)) : ℤ) : ℝ) = ((3 : ℤ) : ℝ) := by
      rw [Int.cast_mul, ← hc]
      push_cast at e2 ⊢
      linear_combination 3 * e2
    exact_mod_cast this
  have hdvd : (3 * n + 2 * (k : ℤ)) ∣ 3 := Dvd.intro _ hprod
  have up := Int.le_of_dvd (by norm_num) hdvd
  have lo := Int.le_of_dvd (by norm_num) (neg_dvd.2 hdvd)
  rw [hc] at hs
  rcases hs with ⟨hm, hp⟩ | ⟨hm, hp⟩
  · have hp' : 0 < 3 * n + 2 * (k : ℤ) := Int.cast_pos.1 hp
    have h5 : 3 * n + 2 * (k : ℤ) = 2 := by omega
    rw [h5] at hdvd
    exact absurd hdvd (by decide)
  · have hp' : 3 * n + 2 * (k : ℤ) < 0 := Int.cast_lt_zero.1 hp
    have h5 : 3 * n + 2 * (k : ℤ) = -2 := by omega
    rw [h5] at hdvd
    exact absurd hdvd (by decide)
```

## (h) Inversion exchanges the groups

**Task.** Show that $N(x)=-x$ conjugates $G(1)$ onto $G(2)$.

**Solution.** On generators, $NT_vN^{-1}=T_{-v}$ and
$$NS_1N^{-1}(x)=Rx-\tfrac13e=T_{-e}S_2(x).$$
This gives one inclusion. Conversely, $T_v$ is the image of $T_{-v}$, and $S_2$ is the image of $T_{-e}S_1$. Lean proves the two inclusions separately.

```lean
/-- Inversion through the origin conjugates P3₁ onto P3₂. -/
theorem inversion_conj : (spaceGroup 1).map (MulAut.conj (Equiv.neg Space)).toMonoidHom =
    spaceGroup 2 := by
  have hT : ∀ v, MulAut.conj (Equiv.neg Space) (translation v) = translation (-v) := fun v =>
    Equiv.ext fun x => by
      change -(-x + v) = x + -v
      abel
  have hS : MulAut.conj (Equiv.neg Space) (screw 1) = translation (-axis) * screw 2 :=
    Equiv.ext fun x => by
      change -(rot *ᵥ (-x) + (((1 : ℤ) : ℝ) / 3) • axis) =
        rot *ᵥ x + (((2 : ℤ) : ℝ) / 3) • axis + -axis
      rw [Matrix.mulVec_neg]
      push_cast
      module
  have hax : axis ∈ lattice := by simpa using axis_mem 1
  have tmem : ∀ (m : ℤ) (v : Space), v ∈ lattice → translation v ∈ spaceGroup m :=
    fun m v hv => Subgroup.subset_closure (Or.inl ⟨v, hv, rfl⟩)
  have smem : ∀ m : ℤ, screw m ∈ spaceGroup m := fun m => Subgroup.subset_closure (Or.inr rfl)
  apply le_antisymm
  · rw [Subgroup.map_le_iff_le_comap]
    refine (Subgroup.closure_le _).2 ?_
    rintro g (⟨v, hv, rfl⟩ | rfl)
    · change MulAut.conj (Equiv.neg Space) (translation v) ∈ spaceGroup 2
      rw [hT]
      exact tmem 2 _ (lattice.neg_mem hv)
    · change MulAut.conj (Equiv.neg Space) (screw 1) ∈ spaceGroup 2
      rw [hS]
      exact mul_mem (tmem 2 _ (lattice.neg_mem hax)) (smem 2)
  · refine (Subgroup.closure_le _).2 ?_
    rintro g (⟨v, hv, rfl⟩ | rfl)
    · refine Subgroup.mem_map.2 ⟨translation (-v), tmem 1 _ (lattice.neg_mem hv), ?_⟩
      change MulAut.conj (Equiv.neg Space) (translation (-v)) = translation v
      rw [hT, neg_neg]
    · refine Subgroup.mem_map.2 ⟨translation (-axis) * screw 1,
        mul_mem (tmem 1 _ (lattice.neg_mem hax)) (smem 1), ?_⟩
      change MulAut.conj (Equiv.neg Space) (translation (-axis) * screw 1) = screw 2
      rw [map_mul, hT, hS, neg_neg]
      refine Equiv.ext fun x => ?_
      change screw 2 x + -axis + axis = screw 2 x
      abel
```

## (i) Chirality of $P3_1$

**Task.** Show that no affine map with $\det P<0$ conjugates $G(1)$ onto itself.

**Solution.** If $f$ did, then by (h) $Nf$ would conjugate $G(1)$ onto $G(2)$. Its linear part is $-P$, with $\det(-P)=-\det P>0$, contradicting (g).

```lean
/-- P3₁ is chiral: no orientation-reversing affine map conjugates it onto itself. -/
theorem P31_chiral (P : Matrix (Fin 3) (Fin 3) ℝ) (s : Space) (f : Equiv.Perm Space)
    (hf : ∀ x, f x = P *ᵥ x + s) (hdet : P.det < 0) :
    (spaceGroup 1).map (MulAut.conj f).toMonoidHom ≠ spaceGroup 1 := by
  intro h
  have hd : (-P).det = -P.det := by
    rw [Matrix.det_neg, Fintype.card_fin]
    ring
  -- following the map by inversion would give a forbidden map from P3₁ to P3₂
  refine P31_not_conj_P32 (-P) (-s) (Equiv.neg Space * f) (fun x => ?_)
    (by rw [hd]; linarith) ?_
  · change -(f x) = _
    rw [hf, Matrix.neg_mulVec]
    abel
  · have hcomp : (MulAut.conj (Equiv.neg Space * f)).toMonoidHom =
        (MulAut.conj (Equiv.neg Space)).toMonoidHom.comp (MulAut.conj f).toMonoidHom :=
      MonoidHom.ext fun g => by
        change Equiv.neg Space * f * g * (Equiv.neg Space * f)⁻¹ =
          Equiv.neg Space * (f * g * f⁻¹) * (Equiv.neg Space)⁻¹
        group
    rw [hcomp, ← Subgroup.map_map, h, inversion_conj]

end

end EnantiomorphicScrewGroups
```

```lean
#print axioms EnantiomorphicScrewGroups.P31_not_conj_P32
#print axioms EnantiomorphicScrewGroups.P31_chiral
```

```
'EnantiomorphicScrewGroups.P31_not_conj_P32' depends on axioms: [propext, Classical.choice, Quot.sound]
'EnantiomorphicScrewGroups.P31_chiral' depends on axioms: [propext, Classical.choice, Quot.sound]
```
